# A lower bound on the overlap eigenvalues after adding one unit vector to a basis

## A nearly redundant basis function

If a function added to a non-orthogonal basis almost lies in the span of the old ones, the overlap matrix acquires an eigenvalue close to zero. Symmetric orthogonalisation divides by the square root of that eigenvalue, as does canonical orthogonalisation unless the eigenvector is discarded. The division can strongly amplify rounding errors in the integrals. Before accepting the function, one wants to know how small the eigenvalue can become.

Two numbers give a bound. Let $v_1,\dots,v_n$ be linearly independent vectors in a complex inner-product space, and let $m$ be the smallest eigenvalue of their overlap matrix $S_{ij}=\langle v_i,v_j\rangle$. Let $w$ be a unit vector at squared distance $q>0$ from their span. Then every overlap eigenvalue $\mu$ of the enlarged family satisfies

$$\mu\;\ge\;F=\frac{(1+m)-\sqrt{(1+m)^2-4mq}}{2}\;>\;\frac{mq}{1+m}.$$

In electronic-structure work this can serve as an acceptance criterion for a finite basis that grows by one normalised function at a time.

## Two inequalities for the old span

Write $u=\sum_i c_iv_i$ and $X=\sum_i|c_i|^2$. Expanding the norm gives $c^\dagger Sc=\|u\|^2$. For an eigenvector with eigenvalue $m$ this reads $mX=\|u\|^2>0$ by linear independence, so $m>0$. For general $c$, the spectral theorem gives $mX\le\|u\|^2$.

Let $t=|\langle u,w\rangle|$. For $u\ne0$ the projection of $w$ on $u$ lies in the span, so

$$q\le\Big\|w-\frac{\langle u,w\rangle}{\|u\|^2}u\Big\|^2=1-\frac{t^2}{\|u\|^2},$$

that is, $t^2\le\|u\|^2(1-q)$, which also holds for $u=0$. Since $0$ lies in the span, $q\le1$.

## The two-level problem

The number $F$ is the lower root of $(m-F)(1-F)=m(1-q)$, the secular equation of two levels $m$ and $1$ with squared coupling $m(1-q)$. As $q\le1$, the square root in $F$ is at least $|1-m|$; as $q\ge0$, it is at most $1+m$. Hence $0\le F\le\min(1,m)$.

Take an eigenvector of the enlarged overlap matrix with eigenvalue $\mu$, coefficients $c_i$ on the $v_i$ and $c_0$ on $w$, and set $y=|c_0|$. Then

$$\mu(X+y^2)=\|c_0w+u\|^2\ge y^2-2yt+\|u\|^2.$$

With $A=\|u\|^2-FX\ge0$ and $B=1-F\ge0$, the right side minus $F(X+y^2)$ is $A+By^2-2yt$. From $mX\le\|u\|^2$,

$$mAB\ge(m-F)(1-F)\|u\|^2=m(1-q)\|u\|^2\ge mt^2,$$

so $t^2\le AB$. Therefore

$$(2yt)^2\le4ABy^2\le(A+By^2)^2,$$

and the difference is non-negative. Dividing by $X+y^2>0$ gives $\mu\ge F$.

Expanding the secular equation gives $F(1+m)=mq+F^2$. For $q>0$ this excludes $F=0$, and the strict bound follows.

For a single vector $v$, $m=\|v\|^2$ and $|\langle v,w\rangle|^2=m(1-q)$. The secular equation is then the characteristic equation of the $2\times2$ overlap matrix, so $F$ is its smallest eigenvalue.

## What the Lean statement says

`IsOverlapEigenvalue v μ` asks for a nonzero coefficient vector with real eigenvalue `μ`; real values suffice because the matrix is Hermitian. The hypothesis `IsLeast` makes `m` the smallest eigenvalue and forces at least one vector. `sqDist v w` is $q$, and `enlarge` labels the new vector `none`, so $c_0$ is `c none`. The inner product is conjugate-linear in its first argument. The space may be infinite-dimensional, the family is finite, and only `w` must be normalised.

The theorems concern the exact $m$ and $q$. A program has both from rounded integrals, and that error needs a separate estimate.

```lean
import Mathlib

open Matrix
open scoped InnerProductSpace ComplexOrder

namespace SafeBasisEnlargement

noncomputable section

variable {ι E : Type*} [Fintype ι] [NormedAddCommGroup E] [InnerProductSpace ℂ E]

/-- The overlap matrix of a family of vectors, with entries `⟨v i, v j⟩`. -/
def overlap (v : ι → E) : Matrix ι ι ℂ := Matrix.of fun i j => ⟪v i, v j⟫_ℂ

/-- The real number `μ` is an eigenvalue of the overlap matrix of `v`. -/
def IsOverlapEigenvalue (v : ι → E) (μ : ℝ) : Prop :=
  ∃ c : ι → ℂ, c ≠ 0 ∧ overlap v *ᵥ c = (μ : ℂ) • c

/-- The squared distance from `w` to the span of the family `v`. -/
def sqDist (v : ι → E) (w : E) : ℝ :=
  Metric.infDist w (Submodule.span ℂ (Set.range v) : Set E) ^ 2

/-- The family `v` enlarged by one further vector `w`. -/
def enlarge (v : ι → E) (w : E) : Option ι → E
  | none => w
  | some i => v i

/-- The lower root `F` of the two-level secular equation `(m - F) (1 - F) = m (1 - q)`,
for `m > 0` and `0 ≤ q ≤ 1`. -/
def sharpBound (m q : ℝ) : ℝ := ((1 + m) - √((1 + m) ^ 2 - 4 * m * q)) / 2

/-- The squared length of a coefficient vector is the sum of its squared moduli. -/
theorem coeff_normSq (c : ι → ℂ) : star c ⬝ᵥ c = ((∑ i, ‖c i‖ ^ 2 : ℝ) : ℂ) := by
  unfold dotProduct
  rw [Complex.ofReal_sum]
  refine Finset.sum_congr rfl fun i _ => ?_
  rw [Complex.ofReal_pow]
  exact Complex.conj_mul' (c i)

/-- The quadratic form of the overlap matrix is the squared norm of the superposition. -/
theorem overlap_form (v : ι → E) (c : ι → ℂ) :
    star c ⬝ᵥ overlap v *ᵥ c = ((‖∑ i, c i • v i‖ ^ 2 : ℝ) : ℂ) := by
  have h := inner_self_eq_norm_sq_to_K (𝕜 := ℂ) (∑ i, c i • v i)
  rw [Complex.ofReal_pow]
  refine Eq.trans ?_ h
  rw [sum_inner]
  simp only [dotProduct, Matrix.mulVec]
  refine Finset.sum_congr rfl fun i _ => ?_
  rw [inner_smul_left, inner_sum, Finset.mul_sum, Finset.mul_sum]
  refine Finset.sum_congr rfl fun j _ => ?_
  rw [inner_smul_right]
  simp only [overlap, Matrix.of_apply, Pi.star_apply, RCLike.star_def]
  ring

/-- For an eigenvector of the overlap matrix, the squared norm of the superposition is the
eigenvalue times the squared length of the coefficient vector. -/
theorem eigenvector_norm {v : ι → E} {c : ι → ℂ} {μ : ℝ}
    (h : overlap v *ᵥ c = (μ : ℂ) • c) :
    μ * ∑ i, ‖c i‖ ^ 2 = ‖∑ i, c i • v i‖ ^ 2 := by
  have e := overlap_form v c
  rw [h, dotProduct_smul, coeff_normSq, smul_eq_mul, ← Complex.ofReal_mul] at e
  exact Complex.ofReal_injective e

/-- Rayleigh bound: if no overlap eigenvalue lies below `m`, a superposition has squared norm
at least `m` times the squared length of its coefficient vector. -/
theorem rayleigh_bound {v : ι → E} {m : ℝ} (hm : ∀ μ, IsOverlapEigenvalue v μ → m ≤ μ)
    (c : ι → ℂ) : m * ∑ i, ‖c i‖ ^ 2 ≤ ‖∑ i, c i • v i‖ ^ 2 := by
  classical
  have h1 : (overlap v).IsHermitian := Matrix.IsHermitian.ext fun i j => inner_conj_symm _ _
  have h2 : ((m : ℂ) • (1 : Matrix ι ι ℂ)).IsHermitian := by
    simp [Matrix.IsHermitian, Matrix.conjTranspose_smul]
  have hH := h1.sub h2
  -- the shifted overlap matrix has no negative eigenvalue
  have hp := hH.posSemidef_iff_eigenvalues_nonneg.mpr (fun j => by
    show 0 ≤ hH.eigenvalues j
    have e := hH.mulVec_eigenvectorBasis j
    rw [Matrix.sub_mulVec, Matrix.smul_mulVec, Matrix.one_mulVec] at e
    have := hm (hH.eigenvalues j + m) ⟨(hH.eigenvectorBasis j).ofLp, fun h0 =>
      hH.eigenvectorBasis.orthonormal.ne_zero j (by ext i; exact congrFun h0 i), by
        funext i
        have ei := congrFun e i
        simp only [Pi.sub_apply, Pi.smul_apply, smul_eq_mul, Complex.real_smul] at ei ⊢
        push_cast
        linear_combination ei⟩
    linarith)
  have h := hp.dotProduct_mulVec_nonneg c
  rw [Matrix.sub_mulVec, Matrix.smul_mulVec, Matrix.one_mulVec, dotProduct_sub,
    dotProduct_smul, overlap_form, coeff_normSq, smul_eq_mul, ← Complex.ofReal_mul,
    ← Complex.ofReal_sub] at h
  have := Complex.zero_le_real.mp h
  linarith

omit [Fintype ι] in
/-- A unit vector `w` at squared distance `q` from the span overlaps with any `u` in the span
by at most `|⟨u, w⟩|² ≤ ‖u‖² (1 - q)`. -/
theorem overlap_le {v : ι → E} {u w : E} (hu : u ∈ Submodule.span ℂ (Set.range v))
    (hw : ‖w‖ = 1) : ‖⟪u, w⟫_ℂ‖ ^ 2 ≤ ‖u‖ ^ 2 * (1 - sqDist v w) := by
  by_cases h0 : u = 0
  · simp [h0]
  have hpos : 0 < ‖u‖ ^ 2 := pow_pos (norm_pos_iff.mpr h0) 2
  obtain ⟨r, hr, hru⟩ : ∃ r : ℝ, 0 ≤ r ∧ r * ‖u‖ ^ 2 = 1 :=
    ⟨(‖u‖ ^ 2)⁻¹, by positivity, inv_mul_cancel₀ hpos.ne'⟩
  -- compare `w` with its projection on `u`
  have hin : ⟪w, ((r : ℂ) * ⟪u, w⟫_ℂ) • u⟫_ℂ = ((r * ‖⟪u, w⟫_ℂ‖ ^ 2 : ℝ) : ℂ) := by
    rw [inner_smul_right, ← inner_conj_symm w u, mul_assoc, Complex.mul_conj',
      Complex.ofReal_mul, Complex.ofReal_pow]
  have hre : RCLike.re ⟪w, ((r : ℂ) * ⟪u, w⟫_ℂ) • u⟫_ℂ = r * ‖⟪u, w⟫_ℂ‖ ^ 2 := by
    rw [hin]
    exact Complex.ofReal_re _
  have hn : ‖((r : ℂ) * ⟪u, w⟫_ℂ) • u‖ ^ 2 = r * ‖⟪u, w⟫_ℂ‖ ^ 2 := by
    rw [norm_smul, norm_mul, Complex.norm_real, Real.norm_of_nonneg hr]
    linear_combination r * ‖⟪u, w⟫_ℂ‖ ^ 2 * hru
  have hd := Metric.infDist_le_dist_of_mem (x := w)
    (SetLike.mem_coe.mpr (Submodule.smul_mem _ ((r : ℂ) * ⟪u, w⟫_ℂ) hu))
  have hq := pow_le_pow_left₀ Metric.infDist_nonneg hd 2
  rw [dist_eq_norm, norm_sub_sq (𝕜 := ℂ), hre, hn, hw] at hq
  change sqDist v w ≤ _ at hq
  have h3 := mul_le_mul_of_nonneg_left hq hpos.le
  linear_combination h3 - ‖⟪u, w⟫_ℂ‖ ^ 2 * hru

/-- For `m > 0` and `0 ≤ q ≤ 1` the sharp bound lies between `0` and both `1` and `m`, and
solves the two-level secular equation. -/
theorem sharpBound_spec {m q : ℝ} (hm : 0 < m) (hq : 0 ≤ q) (hq1 : q ≤ 1) :
    0 ≤ sharpBound m q ∧ sharpBound m q ≤ 1 ∧ sharpBound m q ≤ m ∧
      (m - sharpBound m q) * (1 - sharpBound m q) = m * (1 - q) := by
  have hmq := mul_nonneg hm.le hq
  have hD : (1 - m) ^ 2 ≤ (1 + m) ^ 2 - 4 * m * q := by
    nlinarith [mul_nonneg hm.le (sub_nonneg.2 hq1)]
  have hs := Real.sq_sqrt ((sq_nonneg _).trans hD)
  have ha := abs_le.mp (Real.abs_le_sqrt hD)
  have hu : √((1 + m) ^ 2 - 4 * m * q) ≤ 1 + m :=
    Real.sqrt_le_iff.mpr ⟨by linarith, by linarith⟩
  unfold sharpBound
  refine ⟨by linarith, by linarith [ha.1], by linarith [ha.2], ?_⟩
  linear_combination hs / 4

/-- Sharp form: adding a unit vector `w` to linearly independent vectors with smallest overlap
eigenvalue `m` leaves every overlap eigenvalue at or above `sharpBound m q`, where `q` is the
squared distance from `w` to their span. Moreover, `m > 0` and `q ≤ 1`. -/
theorem sharpBound_le_eigenvalue {v : ι → E} {w : E} {m μ : ℝ} (hv : LinearIndependent ℂ v)
    (hm : IsLeast {x | IsOverlapEigenvalue v x} m) (hw : ‖w‖ = 1)
    (hμ : IsOverlapEigenvalue (enlarge v w) μ) :
    0 < m ∧ sqDist v w ≤ 1 ∧ sharpBound m (sqDist v w) ≤ μ := by
  -- linear independence makes `m` positive
  have hm0 : 0 < m := by
    obtain ⟨c, hc, hce⟩ := hm.1
    have e := eigenvector_norm hce
    have hne : ∑ i, c i • v i ≠ 0 := fun h =>
      hc (funext fun i => Fintype.linearIndependent_iff.mp hv c h i)
    have hp := pow_pos (norm_pos_iff.mpr hne) 2
    have hN : 0 ≤ ∑ i, ‖c i‖ ^ 2 := Finset.sum_nonneg fun i _ => sq_nonneg _
    by_contra h
    have := mul_nonneg (neg_nonneg.2 (not_lt.1 h)) hN
    linarith
  have hq1 : sqDist v w ≤ 1 := by
    have hd := Metric.infDist_le_dist_of_mem (x := w)
      (SetLike.mem_coe.mpr (Submodule.zero_mem (Submodule.span ℂ (Set.range v))))
    rw [dist_zero_right, hw] at hd
    exact pow_le_one₀ Metric.infDist_nonneg hd
  refine ⟨hm0, hq1, ?_⟩
  have hq0 : 0 ≤ sqDist v w := sq_nonneg _
  obtain ⟨hF0, hF1, hFm, hroot⟩ := sharpBound_spec hm0 hq0 hq1
  generalize sharpBound m (sqDist v w) = F at *
  obtain ⟨c, hc, hce⟩ := hμ
  have hN : 0 < ∑ o, ‖c o‖ ^ 2 := by
    obtain ⟨o, ho⟩ := Function.ne_iff.mp hc
    exact Finset.sum_pos' (fun _ _ => sq_nonneg _)
      ⟨o, Finset.mem_univ o, pow_pos (norm_pos_iff.mpr ho) 2⟩
  have e := eigenvector_norm hce
  have hR := rayleigh_bound (fun x hx => hm.2 hx) (fun i => c (some i))
  have hu : ∑ i, c (some i) • v i ∈ Submodule.span ℂ (Set.range v) :=
    Submodule.sum_mem _ fun i _ => Submodule.smul_mem _ _ (Submodule.subset_span ⟨i, rfl⟩)
  have ht := overlap_le hu hw
  simp only [Fintype.sum_option, enlarge] at e hN
  generalize ∑ i, c (some i) • v i = u at *
  generalize ∑ i, ‖c (some i)‖ ^ 2 = X at *
  have hre : -(‖c none‖ * ‖⟪u, w⟫_ℂ‖) ≤ RCLike.re ⟪c none • w, u⟫_ℂ := by
    have h := (abs_le.mp (Complex.abs_re_le_norm ⟪c none • w, u⟫_ℂ)).1
    rw [norm_inner_symm, inner_smul_right, norm_mul] at h
    exact h
  rw [norm_add_sq (𝕜 := ℂ), norm_smul, hw, mul_one] at e
  generalize ‖⟪u, w⟫_ℂ‖ = t at *
  generalize ‖c none‖ = y at *
  have hX : 0 ≤ ‖u‖ ^ 2 - F * X := by
    by_cases hx : 0 ≤ X
    · nlinarith [mul_le_mul_of_nonneg_right hFm hx]
    · nlinarith [mul_nonneg hF0 (neg_nonneg.2 (not_le.1 hx).le), sq_nonneg ‖u‖]
  have hB : 0 ≤ 1 - F := sub_nonneg.2 hF1
  -- the discriminant of the remaining two-level form is not positive
  have hdisc : t ^ 2 ≤ (‖u‖ ^ 2 - F * X) * (1 - F) := by
    refine le_of_mul_le_mul_left ?_ hm0
    have h1 := mul_le_mul_of_nonneg_left ht hm0.le
    have h2 := mul_nonneg (mul_nonneg hB hF0) (sub_nonneg.2 hR)
    linear_combination h1 + h2 - ‖u‖ ^ 2 * hroot
  have hsq : (2 * y * t) ^ 2 ≤ ((‖u‖ ^ 2 - F * X) + (1 - F) * y ^ 2) ^ 2 := by
    have h1 := mul_le_mul_of_nonneg_left hdisc (sq_nonneg (2 * y))
    have h2 := sq_nonneg ((‖u‖ ^ 2 - F * X) - (1 - F) * y ^ 2)
    linear_combination h1 + h2
  have hfin := (le_abs_self _).trans
    (abs_le_of_sq_le_sq hsq (add_nonneg hX (mul_nonneg hB (sq_nonneg y))))
  refine le_of_mul_le_mul_right ?_ hN
  linarith

/-- Safe basis enlargement: let linearly independent vectors have smallest overlap eigenvalue
`m`, and let a unit vector `w` have squared distance `q > 0` from their span. Every overlap
eigenvalue of the enlarged family is then larger than `m q / (1 + m)`. -/
theorem safe_enlargement {v : ι → E} {w : E} {m μ : ℝ} (hv : LinearIndependent ℂ v)
    (hm : IsLeast {x | IsOverlapEigenvalue v x} m) (hw : ‖w‖ = 1) (hq : 0 < sqDist v w)
    (hμ : IsOverlapEigenvalue (enlarge v w) μ) :
    m * sqDist v w / (1 + m) < μ := by
  obtain ⟨hm0, hq1, hle⟩ := sharpBound_le_eigenvalue hv hm hw hμ
  obtain ⟨hF0, -, -, hroot⟩ := sharpBound_spec hm0 hq.le hq1
  refine lt_of_lt_of_le ?_ hle
  have hmq := mul_pos hm0 hq
  have hF : 0 < sharpBound m (sqDist v w) := by
    refine lt_of_le_of_ne hF0 fun h => ?_
    rw [← h] at hroot
    linarith
  -- the secular equation reads `F (1 + m) = m q + F²`
  rw [div_lt_iff₀ (by linarith)]
  linarith [pow_pos hF 2]

/-- The sharp bound is attained: for a single nonzero vector `v` and a unit vector `w` it is
the smallest overlap eigenvalue of the pair. -/
theorem sharpBound_attained {v w : E} (hv : v ≠ 0) (hw : ‖w‖ = 1) :
    IsLeast {x | IsOverlapEigenvalue (enlarge (fun _ : Unit => v) w) x}
      (sharpBound (‖v‖ ^ 2) (sqDist (fun _ : Unit => v) w)) := by
  have hm0 : 0 < ‖v‖ ^ 2 := pow_pos (norm_pos_iff.mpr hv) 2
  have hvv : ⟪v, v⟫_ℂ = (‖v‖ : ℂ) ^ 2 := inner_self_eq_norm_sq_to_K v
  have hww : ⟪w, w⟫_ℂ = 1 := by
    rw [inner_self_eq_norm_sq_to_K, hw]
    simp
  have hli : LinearIndependent ℂ (fun _ : Unit => v) :=
    Fintype.linearIndependent_iff.mpr fun g h i => by simpa [hv] using h
  have hleast : IsLeast {x | IsOverlapEigenvalue (fun _ : Unit => v) x} (‖v‖ ^ 2) := by
    constructor
    · refine ⟨fun _ => 1, fun h => one_ne_zero (congrFun h ()), ?_⟩
      funext i
      simp only [Matrix.mulVec, dotProduct, overlap, Matrix.of_apply, Finset.univ_unique,
        Finset.sum_singleton, Pi.smul_apply, smul_eq_mul, hvv, Complex.ofReal_pow]
    · rintro x ⟨c, hc, hce⟩
      have e := eigenvector_norm hce
      simp only [Finset.univ_unique, Finset.sum_singleton, norm_smul, mul_pow] at e
      have hc0 : c default ≠ 0 := fun h => hc (funext fun _ => h)
      refine le_of_mul_le_mul_right ?_ (pow_pos (norm_pos_iff.mpr hc0) 2)
      linarith
  refine ⟨?_, fun x hx => (sharpBound_le_eigenvalue hli hleast hw hx).2.2⟩
  have hup := overlap_le (v := fun _ : Unit => v) (Submodule.subset_span ⟨(), rfl⟩) hw
  have hq0 : 0 ≤ sqDist (fun _ : Unit => v) w := sq_nonneg _
  have hb0 : 0 ≤ (‖v‖ ^ 2 - ‖⟪v, w⟫_ℂ‖ ^ 2) / ‖v‖ ^ 2 :=
    div_nonneg (by linarith [mul_nonneg hm0.le hq0]) hm0.le
  -- no multiple of `v` comes closer to `w` than its projection
  have hlow : √((‖v‖ ^ 2 - ‖⟪v, w⟫_ℂ‖ ^ 2) / ‖v‖ ^ 2) ≤
      Metric.infDist w (Submodule.span ℂ (Set.range fun _ : Unit => v) : Set E) := by
    refine (Metric.le_infDist ⟨0, Submodule.zero_mem _⟩).mpr fun y hy => ?_
    rw [SetLike.mem_coe, Set.range_const, Submodule.mem_span_singleton] at hy
    obtain ⟨k, rfl⟩ := hy
    refine Real.sqrt_le_iff.mpr ⟨dist_nonneg, ?_⟩
    have h : RCLike.re ⟪w, k • v⟫_ℂ ≤ ‖k‖ * ‖⟪v, w⟫_ℂ‖ := by
      have h := (abs_le.mp (Complex.abs_re_le_norm ⟪w, k • v⟫_ℂ)).2
      rw [inner_smul_right, norm_mul, norm_inner_symm w v] at h
      rw [inner_smul_right]
      exact h
    rw [div_le_iff₀ hm0, dist_eq_norm, norm_sub_sq (𝕜 := ℂ), hw, norm_smul]
    have h1 := mul_le_mul_of_nonneg_left h hm0.le
    have h2 := sq_nonneg (‖v‖ ^ 2 * ‖k‖ - ‖⟪v, w⟫_ℂ‖)
    linear_combination 2 * h1 + h2
  have hq := pow_le_pow_left₀ (Real.sqrt_nonneg _) hlow 2
  rw [Real.sq_sqrt hb0, div_le_iff₀ hm0] at hq
  change _ ≤ sqDist (fun _ : Unit => v) w * _ at hq
  have hq1 : sqDist (fun _ : Unit => v) w ≤ 1 := by
    by_contra h
    have := mul_pos hm0 (sub_pos.2 (not_le.1 h))
    linarith [sq_nonneg ‖⟪v, w⟫_ℂ‖]
  obtain ⟨-, -, -, hroot⟩ := sharpBound_spec hm0 hq0 hq1
  generalize sharpBound (‖v‖ ^ 2) (sqDist (fun _ : Unit => v) w) = F at *
  have hb : ‖⟪v, w⟫_ℂ‖ ^ 2 = (‖v‖ ^ 2 - F) * (1 - F) := by linarith
  have hbC : ⟪w, v⟫_ℂ * ⟪v, w⟫_ℂ = ((‖v‖ : ℂ) ^ 2 - F) * (1 - F) := by
    rw [← inner_conj_symm w v, Complex.conj_mul']
    exact_mod_cast hb
  have key : ∀ x y : ℂ, (x ≠ 0 ∨ y ≠ 0) → x + ⟪w, v⟫_ℂ * y = F * x →
      ⟪v, w⟫_ℂ * x + (‖v‖ : ℂ) ^ 2 * y = F * y →
      IsOverlapEigenvalue (enlarge (fun _ : Unit => v) w) F := by
    intro x y h h1 h2
    refine ⟨fun o => o.elim x (fun _ => y), fun h0 => ?_, ?_⟩
    · exact h.elim (fun hx => hx (congrFun h0 none)) (fun hy => hy (congrFun h0 (some ())))
    · funext o
      rcases o with _ | i
      · simp only [Matrix.mulVec, dotProduct, Fintype.sum_option, overlap, Matrix.of_apply,
          enlarge, Option.elim, Finset.univ_unique, Finset.sum_singleton, Pi.smul_apply,
          smul_eq_mul, hww]
        linear_combination h1
      · simp only [Matrix.mulVec, dotProduct, Fintype.sum_option, overlap, Matrix.of_apply,
          enlarge, Option.elim, Finset.univ_unique, Finset.sum_singleton, Pi.smul_apply,
          smul_eq_mul, hvv]
        linear_combination h2
  by_cases hF : (‖v‖ : ℂ) ^ 2 - F = 0
  · -- orthogonal case: `v` itself is the eigenvector
    have hz : ⟪w, v⟫_ℂ = 0 := by
      rw [hF, zero_mul] at hbC
      rcases mul_eq_zero.mp hbC with h | h
      · exact h
      · exact inner_eq_zero_symm.mp h
    refine key 0 1 (Or.inr one_ne_zero) ?_ ?_
    · rw [hz]
      ring
    · linear_combination hF
  · refine key ((‖v‖ : ℂ) ^ 2 - F) (-⟪v, w⟫_ℂ) (Or.inl hF) ?_ ?_
    · linear_combination -hbC
    · ring

end

end SafeBasisEnlargement
```

```lean
#print axioms SafeBasisEnlargement.sharpBound_le_eigenvalue
#print axioms SafeBasisEnlargement.safe_enlargement
#print axioms SafeBasisEnlargement.sharpBound_attained
```

```
'SafeBasisEnlargement.sharpBound_le_eigenvalue' depends on axioms: [propext, Classical.choice, Quot.sound]
'SafeBasisEnlargement.safe_enlargement' depends on axioms: [propext, Classical.choice, Quot.sound]
'SafeBasisEnlargement.sharpBound_attained' depends on axioms: [propext, Classical.choice, Quot.sound]
```

## The proof in Lean

`overlap_form` and `eigenvector_norm` turn matrix expressions into norms. `rayleigh_bound` applies the spectral theorem to $S-m\mathbb 1$: an eigenvalue of this matrix plus $m$ is an overlap eigenvalue, so it cannot be negative. `overlap_le` is the comparison with the projection on $u$, and `sharpBound_spec` collects the properties of $F$.

In `sharpBound_le_eigenvalue`, `generalize` names the old part of the superposition `u` and replaces $F$, $X$, $t$ and $y$ by real letters, leaving an algebraic problem in real numbers. There `hX` and `hB` are $A\ge0$ and $B\ge0$, `hdisc` is $t^2\le AB$, and `hsq` is the comparison of squares. `safe_enlargement` then uses the expanded secular equation.

`sharpBound_attained` identifies $\|v\|^2$ as the smallest eigenvalue for the single vector and takes the lower bound from `sharpBound_le_eigenvalue`. To show that $F$ is itself an eigenvalue, it proves that no multiple of $v$ is closer to $w$ than the projection of $w$ on $v$; together with `overlap_le` this fixes $|\langle v,w\rangle|^2$. The auxiliary claim `key` turns two scalar equations into an eigenvector. With the coefficient of $w$ first, the vector is $(\|v\|^2-F,\,-\langle v,w\rangle)$, or $(0,1)$ when $F=\|v\|^2$, in which case $v$ and $w$ are orthogonal.
